# In an uncapped quadratic model of equivalent weakly occupied orbitals, the Müller sign makes the energy unbounded below once \((M-1)k\ge 2e\)

I let the amplitudes \(c_i=\sqrt{n_i}\) of \(M\) weakly occupied orbitals range independently over \([0,\infty)\), with the strongly occupied orbital frozen and neither a sum rule nor the cap \(n_i\le 1\) imposed. Each weak orbital costs \(e c_i^2\) and gains \(w c_i\), with \(w>0\), from its coupling to the strong one. Each pair of weak orbitals adds \(\pm k\,c_ic_j\) with \(k>0\), where the minus sign is that of the Müller functional.

With \(e=1\), \(w=0.1\), \(k=0.3\) and the plus sign, the minimum levels off as I add orbitals. With the minus sign my minimiser converges for seven orbitals and runs away for eight. Is that the optimiser, or the energy?

## The runaway belongs to the energy

It is the energy. With the minus sign it is bounded below exactly when \((M-1)k<2e\); your numbers give \(1.8<2\) for seven orbitals and \(2.1>2\) for eight. With the plus sign and \(0<k<2e\), the minimum is \(-Mw^2/(4e+2(M-1)k)\), which tends to \(-w^2/(2k)\).

Both signs can be treated together. Let \(\kappa\) be the signed pair coupling and

\[
E(c)=\sum_i(e c_i^2-w c_i)+\kappa\sum_{i<j}c_ic_j .
\]

Put \(S=\sum_i c_i\) and \(Q=\sum_i c_i^2\). The pair sum is \((S^2-Q)/2\), so

\[
E=\left(e-\tfrac{\kappa}{2}\right)Q+\tfrac{\kappa}{2}S^2-wS .
\]

Let \(D=2e+(M-1)\kappa\), assume \(D\neq0\), and write \(c_i=a+d_i\) with \(a=w/D\). The terms linear in the deviations are \((aD-w)\sum_i d_i=0\). The constant is \(\tfrac12Ma^2D-Mwa=-Mw^2/(2D)\). Hence

\[
E=-\frac{Mw^2}{2D}+\left(e-\tfrac{\kappa}{2}\right)\sum_i d_i^2+\tfrac{\kappa}{2}\Big(\sum_i d_i\Big)^2 .
\]

Suppose \(\kappa<2e\) and \(D>0\). For \(\kappa\ge0\) the quadratic form is positive at every \(d\ne0\), because its first term is positive and its second is nonnegative. For \(\kappa<0\), Cauchy–Schwarz gives \((\sum_i d_i)^2\le M\sum_i d_i^2\), so the form is at least \(\tfrac{D}{2}\sum_i d_i^2>0\). If \(w\ge0\), then \(a\ge0\) is an allowed amplitude, and the minimum is \(-Mw^2/(2D)\), reached only when all \(c_i=a\).

For \(\kappa=k\) with \(0<k<2e\), both conditions hold at every \(M\), and

\[
-\frac{Mw^2}{2D}=-\frac{w^2}{2k}+\frac{w^2(2e-k)}{2kD},
\]

where the last term vanishes as \(M\) grows, since \(D\) grows linearly with \(M\).

For \(\kappa=-k\), with \(k\ge0\), \(w>0\) and \(M\ge1\), set all amplitudes equal to \(t\ge0\):

\[
E=M\left[\left(e-\tfrac{(M-1)k}{2}\right)t^2-wt\right].
\]

If \((M-1)k\ge2e\), this is at most \(-Mwt\), which has no lower bound. If \((M-1)k<2e\), then \(D>0\) and \(-k\le0<2e\), so the minimum found above exists.

## What the theorems say about the model

In the code, `c : Fin M → ℝ` is the list of amplitudes, `pairSum` counts each pair once, and `energy e w κ c` is \(E(c)\). The set `{c : Fin M → ℝ | ∀ i, 0 ≤ c i}` is your domain.

- `energy_isLeast` gives the minimum for either sign of `κ`. `IsLeast` means that the value is attained and that no allowed amplitudes go lower.
- `energy_eq_minEnergy_iff` gives uniqueness, even among amplitudes of arbitrary sign.
- `repulsive_minimum_saturates` combines the plus-sign minimum for every `M` with its limit.
- `mueller_bddBelow_iff` is the equivalence for the minus sign. Its hypothesis `0 < w` matters at the threshold: for \(w=0\) and \((M-1)k=2e\), the energy is nonnegative.

The constants are postulated, and they are the same for all weak orbitals: \(e\) stands for the cost per unit occupation, \(w\) for the coupling to the frozen strong orbital, and \(k\) for an exchange-type integral between two weak ones. Real orbitals have different integrals, and filling them depletes the strong orbital. The model also omits the Hartree repulsion between weak orbitals, which is proportional to \(n_in_j=c_i^2c_j^2\) and so quartic in the amplitudes. With the cap \(c_i\le1\) the energy would be bounded for each finite \(M\), so the divergence at fixed \(M\) is a property of the uncapped quadratic model.

For density-matrix functionals built from \(\sqrt{n_in_j}\), the result shows, within this frozen, uncapped, equal-coupling model, how the sign of the weak–weak term can decide whether the energy stays bounded below as orbitals are added.

In Lean 4 with Mathlib:

```lean
import Mathlib

open Filter Topology

namespace WeakOrbitalPairing

noncomputable section

/-- The sum of `c i * c j` over all pairs `i < j` of weakly occupied orbitals. -/
def pairSum {M : ℕ} (c : Fin M → ℝ) : ℝ :=
  ∑ i, ∑ j, if i < j then c i * c j else 0

/-- Energy of `M` equivalent weakly occupied orbitals with amplitudes `c i` (square roots of
occupations): orbital cost `e`, coupling `w` to the strongly occupied orbital, and mutual
coupling `κ`. -/
def energy {M : ℕ} (e w κ : ℝ) (c : Fin M → ℝ) : ℝ :=
  (∑ i, (e * c i ^ 2 - w * c i)) + κ * pairSum c

/-- The uniform amplitude `w / (2e + (M-1)κ)`, for `2e + (M-1)κ ≠ 0`. -/
def optAmp (e w κ : ℝ) (M : ℕ) : ℝ := w / (2 * e + ((M : ℝ) - 1) * κ)

/-- The energy value `-M w² / (4e + 2(M-1)κ)`, for `2e + (M-1)κ ≠ 0`. -/
def minEnergy (e w κ : ℝ) (M : ℕ) : ℝ :=
  -((M : ℝ) * w ^ 2) / (4 * e + 2 * ((M : ℝ) - 1) * κ)

/-- Twice the pair sum is the square of the total amplitude minus the sum of the squares. -/
theorem two_mul_pairSum {M : ℕ} (c : Fin M → ℝ) :
    2 * pairSum c = (∑ i, c i) ^ 2 - ∑ i, c i ^ 2 := by
  -- every ordered pair is increasing, decreasing or diagonal
  have hsplit : ∀ i j : Fin M, c i * c j = (if i < j then c i * c j else 0)
      + (if j < i then c j * c i else 0) + (if i = j then c i * c j else 0) := by
    intro i j
    rcases lt_trichotomy i j with h | h | h
    · simp [h, lt_asymm h, h.ne]
    · subst h; simp
    · simp [h, lt_asymm h, h.ne', mul_comm]
  have hsq : (∑ i, c i) ^ 2 = ∑ i, ∑ j, c i * c j := by
    rw [sq, Finset.sum_mul_sum]
  have hswap : (∑ i, ∑ j, if j < i then c j * c i else 0) = pairSum c := by
    unfold pairSum
    exact Finset.sum_comm
  have hdiag : (∑ i, ∑ j, if i = j then c i * c j else 0) = ∑ i, c i ^ 2 := by
    simp [sq]
  have key : (∑ i, ∑ j, c i * c j) = pairSum c
      + (∑ i, ∑ j, if j < i then c j * c i else 0)
      + (∑ i, ∑ j, if i = j then c i * c j else 0) := by
    unfold pairSum
    simp only [← Finset.sum_add_distrib]
    exact Finset.sum_congr rfl fun i _ => Finset.sum_congr rfl fun j _ => hsplit i j
  linarith

/-- If `2e + (M-1)κ ≠ 0`, the energy is `minEnergy` plus a quadratic form in the deviations
of the amplitudes from the uniform value `optAmp`. -/
theorem energy_completed_square {M : ℕ} {e w κ : ℝ}
    (hD : 2 * e + ((M : ℝ) - 1) * κ ≠ 0) (c : Fin M → ℝ) :
    energy e w κ c = minEnergy e w κ M
      + ((e - κ / 2) * ∑ i, (c i - optAmp e w κ M) ^ 2
        + κ / 2 * (∑ i, (c i - optAmp e w κ M)) ^ 2) := by
  have ha : optAmp e w κ M * (2 * e + ((M : ℝ) - 1) * κ) = w := div_mul_cancel₀ w hD
  have hm : minEnergy e w κ M = -((M : ℝ) * w * optAmp e w κ M) / 2 := by
    have h2 : 4 * e + 2 * ((M : ℝ) - 1) * κ = 2 * (2 * e + ((M : ℝ) - 1) * κ) := by ring
    unfold minEnergy
    rw [h2, div_eq_div_iff (mul_ne_zero two_ne_zero hD) two_ne_zero]
    linear_combination (2 * (M : ℝ) * w) * ha
  rw [hm]
  generalize optAmp e w κ M = a at ha ⊢
  have h1 : ∑ i, (c i - a) = (∑ i, c i) - M * a := by
    simp [Finset.sum_sub_distrib]
  have h2 : ∑ i, (c i - a) ^ 2 = (∑ i, c i ^ 2) - 2 * a * (∑ i, c i) + M * a ^ 2 := by
    have h3 : ∀ i, (c i - a) ^ 2 = c i ^ 2 - 2 * a * c i + a ^ 2 := fun i => by ring
    simp [h3, Finset.sum_add_distrib, Finset.sum_sub_distrib, Finset.mul_sum]
  have h4 : ∑ i, (e * c i ^ 2 - w * c i) = e * (∑ i, c i ^ 2) - w * ∑ i, c i := by
    rw [Finset.sum_sub_distrib, Finset.mul_sum, Finset.mul_sum]
  unfold energy
  rw [h1, h2, h4]
  linear_combination κ / 2 * two_mul_pairSum c + ((∑ i, c i) - M * a / 2) * ha

/-- If `κ < 2e` and `2e + (M-1)κ > 0`, every nonzero deviation `d` of the amplitudes has a
positive quadratic energy. -/
theorem deviation_energy_pos {M : ℕ} {e κ : ℝ} (hκ : κ < 2 * e)
    (hD : 0 < 2 * e + ((M : ℝ) - 1) * κ) {d : Fin M → ℝ} (hd : d ≠ 0) :
    0 < (e - κ / 2) * ∑ i, d i ^ 2 + κ / 2 * (∑ i, d i) ^ 2 := by
  obtain ⟨i, hi⟩ := Function.ne_iff.mp hd
  have hQ : 0 < ∑ i, d i ^ 2 :=
    Finset.sum_pos' (fun _ _ => sq_nonneg _) ⟨i, Finset.mem_univ i, pow_pos_of_ne hi⟩
  -- Cauchy-Schwarz against the uniform vector
  have hCS : (∑ i, d i) ^ 2 ≤ (M : ℝ) * ∑ i, d i ^ 2 := by
    simpa using sq_sum_le_card_mul_sum_sq (s := (Finset.univ : Finset (Fin M))) (f := d)
  rcases le_total 0 κ with h | h
  · nlinarith [mul_pos (sub_pos.2 hκ) hQ, mul_nonneg h (sq_nonneg (∑ i, d i))]
  · nlinarith [mul_pos hD hQ, mul_nonneg (neg_nonneg.2 h) (sub_nonneg.2 hCS)]
where
  pow_pos_of_ne {x : ℝ} (hx : x ≠ 0) : 0 < x ^ 2 := by positivity

/-- If `κ < 2e` and `2e + (M-1)κ > 0`, the energy equals `minEnergy` exactly when all
amplitudes equal `optAmp`. -/
theorem energy_eq_minEnergy_iff {M : ℕ} {e w κ : ℝ} (hκ : κ < 2 * e)
    (hD : 0 < 2 * e + ((M : ℝ) - 1) * κ) (c : Fin M → ℝ) :
    energy e w κ c = minEnergy e w κ M ↔ c = fun _ => optAmp e w κ M := by
  rw [energy_completed_square hD.ne' c]
  constructor
  · intro h
    by_contra hc
    have hd : (fun i => c i - optAmp e w κ M) ≠ 0 := fun h0 =>
      hc (funext fun i => sub_eq_zero.mp (congrFun h0 i))
    have hpos := deviation_energy_pos hκ hD hd
    linarith
  · rintro rfl
    simp

/-- For `w ≥ 0`, `κ < 2e` and `2e + (M-1)κ > 0`, the minimum of the energy over nonnegative
amplitudes is `-M w² / (4e + 2(M-1)κ)`. -/
theorem energy_isLeast {M : ℕ} {e w κ : ℝ} (hw : 0 ≤ w) (hκ : κ < 2 * e)
    (hD : 0 < 2 * e + ((M : ℝ) - 1) * κ) :
    IsLeast (energy e w κ '' {c : Fin M → ℝ | ∀ i, 0 ≤ c i})
      (-((M : ℝ) * w ^ 2) / (4 * e + 2 * ((M : ℝ) - 1) * κ)) := by
  change IsLeast _ (minEnergy e w κ M)
  constructor
  · exact ⟨fun _ => optAmp e w κ M, fun _ => div_nonneg hw hD.le,
      (energy_eq_minEnergy_iff hκ hD _).2 rfl⟩
  · rintro _ ⟨c, -, rfl⟩
    by_cases hc : c = fun _ => optAmp e w κ M
    · exact ((energy_eq_minEnergy_iff hκ hD c).2 hc).ge
    · have hd : (fun i => c i - optAmp e w κ M) ≠ 0 := fun h0 =>
        hc (funext fun i => sub_eq_zero.mp (congrFun h0 i))
      have hpos := deviation_energy_pos hκ hD hd
      rw [energy_completed_square hD.ne' c]
      linarith

/-- Repulsive sign, `0 < k < 2e` and `w ≥ 0`: the minimum is `-M w² / (4e + 2(M-1)k)` for every
number `M` of orbitals, and it tends to `-w² / (2k)` as `M` grows. -/
theorem repulsive_minimum_saturates {e w k : ℝ} (hw : 0 ≤ w) (hk : 0 < k) (hke : k < 2 * e) :
    (∀ M : ℕ, IsLeast (energy e w k '' {c : Fin M → ℝ | ∀ i, 0 ≤ c i})
      (-((M : ℝ) * w ^ 2) / (4 * e + 2 * ((M : ℝ) - 1) * k))) ∧
    Tendsto (fun M : ℕ => -((M : ℝ) * w ^ 2) / (4 * e + 2 * ((M : ℝ) - 1) * k))
      atTop (𝓝 (-w ^ 2 / (2 * k))) := by
  have hD : ∀ M : ℕ, 0 < 2 * e + ((M : ℝ) - 1) * k := fun M => by
    have := mul_nonneg (Nat.cast_nonneg (α := ℝ) M) hk.le
    linarith
  refine ⟨fun M => energy_isLeast hw hke (hD M), ?_⟩
  -- split off the limit; the remainder decays like 1 / M
  have hsplit : ∀ M : ℕ, -((M : ℝ) * w ^ 2) / (4 * e + 2 * ((M : ℝ) - 1) * k)
      = -w ^ 2 / (2 * k)
        + w ^ 2 * (2 * e - k) / (2 * k) * (2 * e + ((M : ℝ) - 1) * k)⁻¹ := by
    intro M
    have h2 : 4 * e + 2 * ((M : ℝ) - 1) * k = 2 * (2 * e + ((M : ℝ) - 1) * k) := by ring
    have hne := (hD M).ne'
    have hk' := hk.ne'
    rw [h2]
    generalize hX : 2 * e + ((M : ℝ) - 1) * k = X at hne ⊢
    have he : 2 * e - k = X - M * k := by linarith
    rw [he]
    field_simp
    ring
  have hlin : Tendsto (fun M : ℕ => 2 * e + ((M : ℝ) - 1) * k) atTop atTop := by
    have h1 : Tendsto (fun M : ℕ => (M : ℝ) * k) atTop atTop :=
      tendsto_natCast_atTop_atTop.atTop_mul_const hk
    refine tendsto_atTop_mono (fun M => ?_) h1
    linarith
  have hlim := ((tendsto_inv_atTop_zero.comp hlin).const_mul
    (w ^ 2 * (2 * e - k) / (2 * k))).const_add (-w ^ 2 / (2 * k))
  rw [mul_zero, add_zero] at hlim
  exact hlim.congr fun M => (hsplit M).symm

/-- Mueller sign `-k`, with `k ≥ 0`, `w > 0` and at least one orbital: the energy is bounded
below over nonnegative amplitudes if and only if `(M-1)k < 2e`. -/
theorem mueller_bddBelow_iff {M : ℕ} {e w k : ℝ} (hM : 0 < M) (hw : 0 < w) (hk : 0 ≤ k) :
    BddBelow (energy e w (-k) '' {c : Fin M → ℝ | ∀ i, 0 ≤ c i}) ↔
      ((M : ℝ) - 1) * k < 2 * e := by
  have hM1 : (0 : ℝ) ≤ (M : ℝ) - 1 := sub_nonneg.2 (by exact_mod_cast hM)
  constructor
  · rintro ⟨B, hB⟩
    by_contra hcon
    have h := not_lt.mp hcon
    -- uniform amplitudes `t` with `w t = |B| + 1` undercut the supposed bound `B`
    obtain ⟨t, ht0, ht⟩ : ∃ t : ℝ, 0 ≤ t ∧ w * t = |B| + 1 :=
      ⟨(|B| + 1) / w, by positivity, mul_div_cancel₀ _ hw.ne'⟩
    have hmem : (fun _ => t) ∈ {c : Fin M → ℝ | ∀ i, 0 ≤ c i} := fun _ => ht0
    have h1 := hB (Set.mem_image_of_mem (energy e w (-k)) hmem)
    have hP := two_mul_pairSum (fun _ : Fin M => t)
    have hE : energy e w (-k) (fun _ : Fin M => t)
        = M * ((e - ((M : ℝ) - 1) * k / 2) * t ^ 2 - w * t) := by
      unfold energy
      simp only [Finset.sum_const, Finset.card_univ, Fintype.card_fin, nsmul_eq_mul] at hP ⊢
      linear_combination -k / 2 * hP
    rw [hE] at h1
    have hX : (e - ((M : ℝ) - 1) * k / 2) * t ^ 2 - w * t ≤ -(|B| + 1) := by
      nlinarith [mul_nonneg (sub_nonneg.2 h) (sq_nonneg t)]
    generalize (e - ((M : ℝ) - 1) * k / 2) * t ^ 2 - w * t = X at h1 hX
    have hX0 : 0 ≤ -X := by linarith [abs_nonneg B]
    nlinarith [mul_nonneg hM1 hX0, neg_abs_le B]
  · intro h
    have h0 := mul_nonneg hM1 hk
    exact ⟨_, (energy_isLeast hw.le (by linarith) (by linarith)).2⟩

end

end WeakOrbitalPairing
```

```lean
#print axioms WeakOrbitalPairing.repulsive_minimum_saturates
#print axioms WeakOrbitalPairing.mueller_bddBelow_iff
```

```
'WeakOrbitalPairing.repulsive_minimum_saturates' depends on axioms: [propext, Classical.choice, Quot.sound]
'WeakOrbitalPairing.mueller_bddBelow_iff' depends on axioms: [propext, Classical.choice, Quot.sound]
```

## From the pair sum to the threshold

`two_mul_pairSum` proves \(2\sum_{i<j}c_ic_j=S^2-Q\) by splitting the ordered pairs into increasing, decreasing and diagonal ones. `energy_completed_square` is the expansion about \(a\), which the code calls `optAmp`.

`deviation_energy_pos` shows that the quadratic form is positive. It splits on the sign of `κ` and takes Cauchy–Schwarz from `sq_sum_le_card_mul_sum_sq`; `nlinarith` combines the inequalities. The minimum and its uniqueness then follow by comparing any `c` with the uniform amplitudes.

For the limit, `hsplit` is the separation of \(-w^2/(2k)\) shown above, and `hlin` says that the denominator tends to infinity. For the minus sign, a supposed lower bound \(B\) is undercut by choosing \(t\) with \(wt=|B|+1\): the energy is then at most \(-M(|B|+1)\), which is below \(B\) because \(M\ge1\). The converse direction calls `energy_isLeast` with coupling \(-k\).

## Completing the square with `linear_combination`

The tactic `linear_combination` proves an equation from known equations multiplied by stated coefficients, and leaves a polynomial identity for `ring` to check. Before its last use in `energy_completed_square`, the line `generalize optAmp e w κ M = a at ha ⊢` replaces the quotient \(w/D\) by a plain variable `a`. All that remains known about `a` is `ha`, which says \(aD=w\): the stationarity condition for uniform amplitudes.

The final line adds \(\kappa/2\) times the pair-sum identity to \(S-Ma/2\) times `ha`. In the second coefficient, \(S\) accounts for the terms linear in the amplitudes and \(-Ma/2\) for the constant. No division by \(D\) is left at that point, so the whole expansion reduces to polynomial algebra.
